# The decaying Numerov solution in a periodic half-crystal when |tr M| > 2

## Grid, potential and transfer matrix

Let the bulk crystal occupy the grid points $n=0,1,2,\dots$ with spacing $h$, the surface being at the left end. At a fixed energy $E$, the one-dimensional Schrödinger equation reads $\psi''=f\psi$ with $f=2m(V-E)/\hbar^2$. In the bulk, $f_{n+N}=f_n$ with $N\ge 1$. Numerov's rule is

$$d_{n+2}\psi_{n+2}-2\left(1+\tfrac{5h^2f_{n+1}}{12}\right)\psi_{n+1}+d_n\psi_n=0,\qquad d_n=1-\tfrac{h^2f_n}{12}.$$

Assume that every weight $d_n$ is nonzero. This excludes $h^2f_n=12$, a step too coarse for the local decay length, and it holds automatically once $h$ is small enough. With

$$w_n=d_n\psi_n,\qquad g_n=\frac{2+10h^2f_n/12}{d_n},$$

the middle term of the rule is $-g_{n+1}w_{n+1}$, so the rule becomes

$$w_{n+2}+w_n=g_{n+1}w_{n+1}.$$

Let $S(a)=\begin{pmatrix}a&-1\\1&0\end{pmatrix}$, $T_0=1$ and $T_{n+1}=S(g_{n+1})T_n$. The one-period matrix is $M=T_N$, with later grid points to the left.

## What the trace condition gives

If $|\operatorname{tr}M|>2$, there is a nonzero real Numerov solution $\psi$ with $\psi_{n+N}=c\,\psi_n$ and $0<|c|<1$. It tends to zero into the bulk, and every real Numerov solution bounded in the half-crystal is a multiple of it.

This is `numerov_gap_state`. There `f` and `ψ` are real sequences on the natural numbers, `IsNumerov h f ψ` is the rule above, and `weight`, `coeff` and `transfer` are $d$, $g$ and $T$. The hypothesis `hd` is the condition on the weights, and `gap` is the trace condition. The theorem `exists_gap_state` makes the Bloch statement for any real periodic $g$, whether or not it comes from Numerov's rule.

In a one-dimensional, one-electron calculation of surface or image-potential states, the result fixes the ratio $\psi_0:\psi_1$ to which the solution from the vacuum side must be matched. Whether a match occurs at a given energy depends on the surface barrier, which is not part of the model. The limit $h\to0$ is not treated either.

## From the trace to a Bloch solution

Each $S(a)$ has determinant 1, hence so does $M$. With $t=\operatorname{tr}M$, its eigenvalues satisfy $c^2-tc+1=0$. For $t>2$ take

$$c=\frac{t-\sqrt{t^2-4}}{2}.$$

Since $t-2<\sqrt{t^2-4}<t$, this gives $0<c<1$. For $t<-2$, apply the same formula to $-t$ and take minus the result as $c$, so that $-1<c<0$.

Choose a real vector $v\neq0$ with $Mv=cv$, and set $(w_1,w_0)^{\mathsf T}=v$. The recurrence then gives

$$\begin{pmatrix}w_{n+1}\\w_n\end{pmatrix}=T_nv.$$

Because $g$ is periodic, the factors beyond the first period repeat, so $T_{n+N}=T_nM$. Therefore $T_{n+N}v=c\,T_nv$, whose lower component is $w_{n+N}=c\,w_n$.

Writing $n=qN+r$ with $0\le r<N$ gives $w_n=c^qw_r$, and hence

$$|w_n|\le\Big(\sum_{i=0}^{N-1}|w_i|\Big)|c|^{\lfloor n/N\rfloor}\longrightarrow0.$$

The weights are periodic, so $\psi_n=w_n/d_n$ obeys the same Bloch relation and also decays.

## Why a bounded solution must be proportional to it

Let $u$ be another solution of the recurrence, with $|u_n|\le B$. Define $W_n=w_{n+1}u_n-w_nu_{n+1}$. Then

$$\begin{aligned}W_{n+1}&=(g_{n+1}w_{n+1}-w_n)u_{n+1}-w_{n+1}(g_{n+1}u_{n+1}-u_n)\\&=W_n.\end{aligned}$$

This constant satisfies $|W_n|\le B(|w_{n+1}|+|w_n|)\to0$, so it is zero and $w_1u_0=w_0u_1$.

If $w_0\ne0$, put $a=u_0/w_0$. If $w_0=0$, then $w_1\ne0$, because otherwise $w$ would vanish everywhere; hence $u_0=0$, and we put $a=u_1/w_1$. In both cases $u_0=aw_0$ and $u_1=aw_1$, and the recurrence carries $u_n=aw_n$ to all $n$.

For a bounded Numerov solution $\varphi$, the sequence $u_n=d_n\varphi_n$ is bounded because $d$ is periodic. Dividing $d_n\varphi_n=aw_n$ by $d_n$ gives $\varphi_n=a\psi_n$.

## Cells of one and two grid points

For $N=1$ the potential is constant and $\operatorname{tr}M=g_1$. With $x=h^2f/12$,

$$g_1=\frac{2+10x}{1-x}.$$

For $0<x<1$ this exceeds 2, and the solution decays without changing sign; it is the grid counterpart of the evanescent wave in a barrier, and approximates it when $x$ is small. For $x<-\tfrac12$, however, $g_1<-2$: the grid solution decays with alternating sign although the differential equation has oscillating solutions. A trace beyond two can therefore be an artefact of a coarse step, here one with $h^2|f|>6$.

For $N=2$, multiplying the two matrices gives $\operatorname{tr}M=g_1g_2-2$. The gap condition is then $g_1g_2<0$ or $g_1g_2>4$, as `two_point_gap_iff` states.

## The Lean file

```lean
import Mathlib

open Matrix Filter Topology

namespace NumerovGapState

noncomputable section

/-- The transfer matrix of one grid point with coefficient `a`. -/
def siteMatrix (a : ℝ) : Matrix (Fin 2) (Fin 2) ℝ := !![a, -1; 1, 0]

/-- The ordered product of the transfer matrices of the grid points `1, …, n`,
with later points to the left. -/
def transfer (g : ℕ → ℝ) : ℕ → Matrix (Fin 2) (Fin 2) ℝ
  | 0 => 1
  | n + 1 => siteMatrix (g (n + 1)) * transfer g n

/-- `w` solves the three-term recurrence at every interior point of the half-crystal. -/
def IsSolution (g w : ℕ → ℝ) : Prop :=
  ∀ n, w (n + 2) + w n = g (n + 1) * w (n + 1)

/-- The Numerov weight `1 - h² f / 12` at grid point `n`, for step `h`. -/
def weight (h : ℝ) (f : ℕ → ℝ) (n : ℕ) : ℝ := 1 - h ^ 2 * f n / 12

/-- The coefficient of the three-term recurrence obeyed by the weighted wave function. -/
def coeff (h : ℝ) (f : ℕ → ℝ) (n : ℕ) : ℝ :=
  (2 + 10 * h ^ 2 * f n / 12) / weight h f n

/-- `ψ` obeys Numerov's rule with step `h` for the equation `ψ'' = f ψ`. -/
def IsNumerov (h : ℝ) (f ψ : ℕ → ℝ) : Prop :=
  ∀ n, weight h f (n + 2) * ψ (n + 2) - 2 * (1 + 5 * h ^ 2 * f (n + 1) / 12) * ψ (n + 1)
    + weight h f n * ψ n = 0

/-- Where the weights do not vanish, Numerov's rule for `ψ` is equivalent to the
three-term recurrence for the weighted wave function. -/
theorem isNumerov_iff {h : ℝ} {f : ℕ → ℝ} (hd : ∀ n, weight h f n ≠ 0) (ψ : ℕ → ℝ) :
    IsNumerov h f ψ ↔ IsSolution (coeff h f) (fun n => weight h f n * ψ n) := by
  have key : ∀ n, coeff h f n * weight h f n = 2 + 10 * h ^ 2 * f n / 12 :=
    fun n => div_mul_cancel₀ _ (hd n)
  constructor
  · intro H n
    show weight h f (n + 2) * ψ (n + 2) + weight h f n * ψ n
      = coeff h f (n + 1) * (weight h f (n + 1) * ψ (n + 1))
    linear_combination H n - ψ (n + 1) * key (n + 1)
  · intro H n
    have e : weight h f (n + 2) * ψ (n + 2) + weight h f n * ψ n
      = coeff h f (n + 1) * (weight h f (n + 1) * ψ (n + 1)) := H n
    linear_combination e + ψ (n + 1) * key (n + 1)

/-- If `|t| > 2`, the equation `c² - t c + 1 = 0` has a real root with `0 < |c| < 1`. -/
theorem exists_decaying_multiplier {t : ℝ} (ht : 2 < |t|) :
    ∃ c : ℝ, 0 < |c| ∧ |c| < 1 ∧ c ^ 2 - t * c + 1 = 0 := by
  have pos : ∀ s : ℝ, 2 < s → ∃ c : ℝ, 0 < c ∧ c < 1 ∧ c ^ 2 - s * c + 1 = 0 := by
    intro s hs
    have h1 : √(s ^ 2 - 4) ^ 2 = s ^ 2 - 4 := Real.sq_sqrt (by nlinarith)
    have h2 : √(s ^ 2 - 4) < s := (Real.sqrt_lt' (by linarith)).2 (by linarith)
    have h3 : s - 2 < √(s ^ 2 - 4) := (Real.lt_sqrt (by linarith)).2 (by nlinarith)
    exact ⟨(s - √(s ^ 2 - 4)) / 2, by linarith, by linarith, by linear_combination h1 / 4⟩
  rcases lt_abs.1 ht with h | h
  · obtain ⟨c, h0, h1, h2⟩ := pos t h
    exact ⟨c, by rwa [abs_of_pos h0], by rwa [abs_of_pos h0], h2⟩
  · obtain ⟨c, h0, h1, h2⟩ := pos (-t) h
    exact ⟨-c, by rwa [abs_neg, abs_of_pos h0], by rwa [abs_neg, abs_of_pos h0],
      by linear_combination h2⟩

/-- If the one-period product has `|trace| > 2`, the periodic recurrence has a nonzero real
solution that is multiplied by some `c` with `0 < |c| < 1` over each period. -/
theorem exists_gap_state {g : ℕ → ℝ} {N : ℕ} (hg : ∀ n, g (n + N) = g n)
    (gap : 2 < |(transfer g N).trace|) :
    ∃ (w : ℕ → ℝ) (c : ℝ), w ≠ 0 ∧ 0 < |c| ∧ |c| < 1 ∧ IsSolution g w ∧
      ∀ n, w (n + N) = c * w n := by
  obtain ⟨c, hc0, hc1, hc⟩ := exists_decaying_multiplier gap
  have hdet : ∀ n, (transfer g n).det = 1 := by
    intro n
    induction n with
    | zero => simp [transfer]
    | succ n ih => rw [transfer, Matrix.det_mul, ih]; simp [siteMatrix, Matrix.det_fin_two]
  -- periodicity factorises the transfer over `n + N` points
  have hmul : ∀ n, transfer g (n + N) = transfer g n * transfer g N := by
    intro n
    induction n with
    | zero => simp [transfer]
    | succ n ih =>
      have e : n + 1 + N = (n + N) + 1 := by omega
      have eg : g (n + N + 1) = g (n + 1) := by rw [← e, hg]
      rw [e, transfer, ih, eg, transfer, Matrix.mul_assoc]
  -- an eigenvector of the one-period product provides the starting values
  have hzero : (transfer g N - c • (1 : Matrix (Fin 2) (Fin 2) ℝ)).det = 0 := by
    have e : transfer g N - c • (1 : Matrix (Fin 2) (Fin 2) ℝ)
        = !![transfer g N 0 0 - c, transfer g N 0 1;
             transfer g N 1 0, transfer g N 1 1 - c] := by
      ext i j
      fin_cases i <;> fin_cases j <;> simp
    have hd := hdet N
    rw [Matrix.det_fin_two] at hd
    rw [Matrix.trace_fin_two] at hc
    rw [e, Matrix.det_fin_two_of]
    linear_combination hc + hd
  obtain ⟨v, hv, hv0⟩ := Matrix.exists_mulVec_eq_zero_iff.2 hzero
  rw [Matrix.sub_mulVec, Matrix.smul_mulVec, Matrix.one_mulVec, sub_eq_zero] at hv0
  have s0 : ∀ n, (transfer g (n + 1) *ᵥ v) 0
      = g (n + 1) * (transfer g n *ᵥ v) 0 - (transfer g n *ᵥ v) 1 := by
    intro n
    rw [transfer, ← Matrix.mulVec_mulVec]
    generalize transfer g n *ᵥ v = u
    simp [siteMatrix, Matrix.mulVec, dotProduct, Fin.sum_univ_two]
    ring
  have s1 : ∀ n, (transfer g (n + 1) *ᵥ v) 1 = (transfer g n *ᵥ v) 0 := by
    intro n
    rw [transfer, ← Matrix.mulVec_mulVec]
    generalize transfer g n *ᵥ v = u
    simp [siteMatrix, Matrix.mulVec, dotProduct, Fin.sum_univ_two]
  refine ⟨fun n => (transfer g n *ᵥ v) 1, c, ?_, hc0, hc1, ?_, ?_⟩
  · intro h
    have a0 : (transfer g 0 *ᵥ v) 1 = 0 := congrFun h 0
    have a1 : (transfer g (0 + 1) *ᵥ v) 1 = 0 := congrFun h 1
    rw [s1] at a1
    rw [transfer, Matrix.one_mulVec] at a0 a1
    apply hv
    ext i
    fin_cases i
    · exact a1
    · exact a0
  · intro n
    show (transfer g (n + 1 + 1) *ᵥ v) 1 + (transfer g n *ᵥ v) 1
      = g (n + 1) * (transfer g (n + 1) *ᵥ v) 1
    rw [s1 (n + 1), s0, s1 n]
    ring
  · intro n
    show (transfer g (n + N) *ᵥ v) 1 = c * (transfer g n *ᵥ v) 1
    rw [hmul, ← Matrix.mulVec_mulVec, hv0, Matrix.mulVec_smul]
    rfl

/-- A sequence multiplied by `c` over each period is bounded by a constant times `|c|` to the
number of completed periods. -/
theorem bloch_envelope {w : ℕ → ℝ} {c : ℝ} {N : ℕ} (hN : 0 < N)
    (hw : ∀ n, w (n + N) = c * w n) : ∃ C, ∀ n, |w n| ≤ C * |c| ^ (n / N) := by
  have key : ∀ q r, w (r + N * q) = c ^ q * w r := by
    intro q r
    induction q with
    | zero => simp
    | succ q ih => rw [Nat.mul_succ, ← add_assoc, hw, ih, pow_succ]; ring
  refine ⟨∑ i ∈ Finset.range N, |w i|, fun n => ?_⟩
  have h := key (n / N) (n % N)
  rw [Nat.mod_add_div] at h
  have hs : |w (n % N)| ≤ ∑ i ∈ Finset.range N, |w i| :=
    Finset.single_le_sum (f := fun i => |w i|) (fun i _ => abs_nonneg _)
      (Finset.mem_range.2 (Nat.mod_lt n hN))
  calc |w n| = |w (n % N)| * |c| ^ (n / N) := by rw [h, abs_mul, abs_pow]; ring
    _ ≤ _ := mul_le_mul_of_nonneg_right hs (by positivity)

/-- The discrete Wronskian of two solutions is the same at every grid point. -/
theorem wronskian_const {g w v : ℕ → ℝ} (hw : IsSolution g w) (hv : IsSolution g v) (n : ℕ) :
    w (n + 1) * v n - w n * v (n + 1) = w 1 * v 0 - w 0 * v 1 := by
  induction n with
  | zero => simp
  | succ n ih => linear_combination ih + v (n + 1) * hw n - w (n + 1) * hv n

/-- If a nonzero solution decays into the bulk, every solution bounded in the half-crystal
is a multiple of it. -/
theorem bounded_eq_multiple {g w v : ℕ → ℝ} (hw : IsSolution g w) (hv : IsSolution g v)
    (hne : w ≠ 0) (hlim : Tendsto w atTop (𝓝 0)) (hb : ∃ B, ∀ n, |v n| ≤ B) :
    ∃ a, ∀ n, v n = a * w n := by
  obtain ⟨B, hB⟩ := hb
  -- two starting values determine a solution
  have ext2 : ∀ (u : ℕ → ℝ) (a : ℝ), IsSolution g u → u 0 = a * w 0 → u 1 = a * w 1 →
      ∀ n, u n = a * w n := by
    intro u a hu h0 h1 n
    have : u n = a * w n ∧ u (n + 1) = a * w (n + 1) := by
      induction n with
      | zero => exact ⟨h0, h1⟩
      | succ n ih =>
        exact ⟨ih.2, by linear_combination hu n - a * hw n + g (n + 1) * ih.2 - ih.1⟩
    exact this.1
  -- the constant Wronskian vanishes deep in the bulk
  have h1 : Tendsto (fun n => |w n|) atTop (𝓝 0) := by
    have := hlim.abs
    rwa [abs_zero] at this
  have h3 := ((h1.comp (tendsto_add_atTop_nat 1)).add h1).const_mul B
  have hW : |w 1 * v 0 - w 0 * v 1| ≤ B * (0 + 0) := by
    refine ge_of_tendsto' h3 (fun n => ?_)
    show |w 1 * v 0 - w 0 * v 1| ≤ B * (|w (n + 1)| + |w n|)
    rw [← wronskian_const hw hv n]
    have t : |w (n + 1) * v n - w n * v (n + 1)| ≤ |w (n + 1) * v n| + |w n * v (n + 1)| := by
      simpa only [Real.norm_eq_abs] using norm_sub_le (w (n + 1) * v n) (w n * v (n + 1))
    rw [abs_mul, abs_mul] at t
    have p := mul_le_mul_of_nonneg_left (hB n) (abs_nonneg (w (n + 1)))
    have q := mul_le_mul_of_nonneg_left (hB (n + 1)) (abs_nonneg (w n))
    linarith
  have hz : w 1 * v 0 - w 0 * v 1 = 0 :=
    abs_eq_zero.1 (le_antisymm (by linarith) (abs_nonneg _))
  by_cases h0 : w 0 = 0
  · have hw1 : w 1 ≠ 0 := by
      intro h
      apply hne
      funext n
      have := ext2 w 0 hw (by rw [h0]; ring) (by rw [h]; ring) n
      rw [this, zero_mul]
      rfl
    have hv0 : v 0 = 0 := by
      rw [h0, zero_mul, sub_zero] at hz
      exact (mul_eq_zero.1 hz).resolve_left hw1
    exact ⟨v 1 / w 1, ext2 v _ hv (by rw [hv0, h0, mul_zero]) (div_mul_cancel₀ _ hw1).symm⟩
  · refine ⟨v 0 / w 0, ext2 v _ hv (div_mul_cancel₀ _ h0).symm ?_⟩
    rw [div_mul_eq_mul_div, eq_div_iff h0]
    linarith

/-- For a periodic bulk with nonvanishing Numerov weights and one-period `|trace| > 2`, there is
a nonzero real Numerov solution that shrinks by a fixed factor per period and decays into the
bulk, and every Numerov solution bounded in the half-crystal is a multiple of it. -/
theorem numerov_gap_state {h : ℝ} {f : ℕ → ℝ} {N : ℕ} (hN : 0 < N)
    (hf : ∀ n, f (n + N) = f n) (hd : ∀ n, weight h f n ≠ 0)
    (gap : 2 < |(transfer (coeff h f) N).trace|) :
    ∃ (ψ : ℕ → ℝ) (c : ℝ), ψ ≠ 0 ∧ 0 < |c| ∧ |c| < 1 ∧ IsNumerov h f ψ ∧
      (∀ n, ψ (n + N) = c * ψ n) ∧ Tendsto ψ atTop (𝓝 0) ∧
      ∀ φ, IsNumerov h f φ → (∃ B, ∀ n, |φ n| ≤ B) → ∃ a, ∀ n, φ n = a * ψ n := by
  have hper : ∀ n, weight h f (n + N) = weight h f n := fun n => by simp only [weight, hf]
  have hg : ∀ n, coeff h f (n + N) = coeff h f n := fun n => by simp only [coeff, hper, hf]
  obtain ⟨w, c, hne, hc0, hc1, hw, hb⟩ := exists_gap_state hg gap
  have decay : ∀ u : ℕ → ℝ, (∀ n, u (n + N) = c * u n) → Tendsto u atTop (𝓝 0) := by
    intro u hu
    obtain ⟨C, hC⟩ := bloch_envelope hN hu
    have hdiv : Tendsto (fun n : ℕ => n / N) atTop atTop :=
      tendsto_atTop_atTop.2 fun b => ⟨b * N, fun n hn => (Nat.le_div_iff_mul_le hN).2 hn⟩
    have hp := ((tendsto_pow_atTop_nhds_zero_of_lt_one (abs_nonneg c) hc1).comp hdiv).const_mul C
    rw [mul_zero] at hp
    exact squeeze_zero_norm hC hp
  have hψ : ∀ n, w (n + N) / weight h f (n + N) = c * (w n / weight h f n) := fun n => by
    rw [hb, hper, mul_div_assoc]
  refine ⟨fun n => w n / weight h f n, c, ?_, hc0, hc1, ?_, hψ, decay _ hψ, ?_⟩
  · intro h0
    apply hne
    funext n
    have e : w n / weight h f n = 0 := congrFun h0 n
    exact (div_eq_zero_iff.1 e).resolve_right (hd n)
  · rw [isNumerov_iff hd]
    have e : (fun n => weight h f n * (w n / weight h f n)) = w := by
      funext n
      rw [← mul_div_assoc, mul_comm, mul_div_assoc, div_self (hd n), mul_one]
    rw [e]
    exact hw
  · rintro φ hφ ⟨B, hB⟩
    -- the periodic weight is bounded, so the weighted solution is bounded too
    obtain ⟨C, hC⟩ := bloch_envelope (w := weight h f) (c := 1) hN
      (fun n => by rw [hper, one_mul])
    have hC' : ∀ n, |weight h f n| ≤ C := fun n => by simpa using hC n
    obtain ⟨a, ha⟩ := bounded_eq_multiple hw ((isNumerov_iff hd φ).1 hφ) hne (decay w hb)
      ⟨C * B, fun n => by
        rw [abs_mul]
        exact mul_le_mul (hC' n) (hB n) (abs_nonneg _) ((abs_nonneg _).trans (hC' n))⟩
    refine ⟨a, fun n => ?_⟩
    have e : weight h f n * φ n = a * w n := ha n
    show φ n = a * (w n / weight h f n)
    rw [← mul_div_assoc, eq_div_iff (hd n)]
    linarith

/-- For a cell of two grid points, `|trace| > 2` holds exactly when the product of the two
coefficients is negative or exceeds four. -/
theorem two_point_gap_iff (g : ℕ → ℝ) :
    2 < |(transfer g 2).trace| ↔ g 1 * g 2 < 0 ∨ 4 < g 1 * g 2 := by
  have e : (transfer g 2).trace = g 1 * g 2 - 2 := by
    show (siteMatrix (g 2) * (siteMatrix (g 1) * 1)).trace = _
    rw [mul_one, Matrix.trace_fin_two]
    simp [siteMatrix, Matrix.mul_apply, Fin.sum_univ_two]
    ring
  rw [e, lt_abs]
  constructor
  · rintro (h | h)
    · right; linarith
    · left; linarith
  · rintro (h | h)
    · right; linarith
    · left; linarith

end

end NumerovGapState
```

```lean
#print axioms NumerovGapState.numerov_gap_state
#print axioms NumerovGapState.two_point_gap_iff
```

```
'NumerovGapState.numerov_gap_state' depends on axioms: [propext, Classical.choice, Quot.sound]
'NumerovGapState.two_point_gap_iff' depends on axioms: [propext, Classical.choice, Quot.sound]
```

## How the proof follows the derivation

`isNumerov_iff` is the change of variable from $\psi$ to $w$. Its auxiliary identity `key` is $g_nd_n=2+10h^2f_n/12$, and `linear_combination` does the remaining algebra in each direction.

`exists_decaying_multiplier` treats $t>2$ with the explicit root and obtains $t<-2$ by the sign change. In `exists_gap_state`, `hdet` and `hmul` are inductions for $\det T_n=1$ and $T_{n+N}=T_nM$. The trace equation and the determinant together make $\det(M-c)$ zero, and `Matrix.exists_mulVec_eq_zero_iff` turns this into an eigenvector. Lean numbers vector components from 0, so $w_n$ is component 1 of $T_nv$. The identities `s0` and `s1` describe one step of the transfer and yield the recurrence.

`bloch_envelope` splits $n$ into quotient and remainder to obtain the geometric bound. `wronskian_const` is the induction for $W_n$, with the second solution called `v`. `bounded_eq_multiple` passes to the limit in the bound on $W_n$ through `ge_of_tendsto'`; its local statement `ext2` says that proportional starting values give proportional solutions, and `by_cases` separates $w_0=0$ from $w_0\ne0$.

`numerov_gap_state` combines these results and divides by the weights. It uses `bloch_envelope` a second time, with $c=1$, to bound the periodic weights.
